# A lower bound on the second-order energy of a ground state in a finite basis from three moments and a minimum gap

Take one excited state of weight 1 at a gap D, and suppose that all you know about D is D ≥ m > 0. For any real x ≠ 0, the quadratic

Q(D) = (D² − (2x + m)D + x² + 2mx) / (m x²)

lies on or above 1/D, because

Q(D) − 1/D = (D − m)(D − x)² / (m x² D) ≥ 0.

The square cannot be negative, and the factor D − m is nonnegative by assumption. A sum over many states with nonnegative weights inherits the inequality term by term.

## An upper bound on S(−1) from S(0), S(1) and S(2)

Let the states k have gaps D_k ≥ m > 0 and weights w_k ≥ 0, and write S(n) = Σ_k w_k D_k^n for an integer n. Then for every real x ≠ 0

S(−1) ≤ B(x), with B(x) = (S(2) − (2x + m)S(1) + (x² + 2mx)S(0)) / (m x²).

Let H₀ be the unperturbed Hamiltonian, with orthonormal eigenstates k and energies E_k, and let g be its ground state, with every other energy at least m above E_g. For a Hermitian perturbation V with matrix elements V_kg = ⟨k|V|g⟩, set w_k = |V_kg|² and D_k = E_k − E_g for k ≠ g. The second-order energy is

E₂ = Σ_{k≠g} |V_kg|² / (E_g − E_k) = −S(−1),

so E₂ ≥ −B(x). In a finite basis, this bounds the second-order energy of a nondegenerate ground state without a sum over excited states.

The Lean file calls B(x) the Gauss-Radau expression, a name that comes from quadrature with one prescribed node, here m. At the best x, given below, B(x) is the two-node rule; rules with more nodes and more moments are not treated.

## Computing the bound with one application of H₀

With g normalised, a code can proceed as follows:

1. Form r = V|g⟩ − V_gg|g⟩.
2. Apply the shifted Hamiltonian once: u = (H₀ − E_g) r.
3. Take S(0) = ⟨r|r⟩, S(1) = ⟨r|u⟩ and S(2) = ⟨u|u⟩.
4. Set p = S(1) − m S(0) and q = S(2) − m S(1). If p > 0, the best node is x* = q/p, and the bound is B(x*) = (S(0) − p²/q)/m.

If p = 0 and all gaps are at least m, every state with nonzero weight sits at gap m, and S(−1) = S(0)/m exactly. Both p and q are differences, so a code should guard against cancellation when p is close to zero.

The result can be used to check a truncated sum over states. Every term of E₂ is nonpositive here, so the truncated sum lies on or above E₂, while −B(x*) lies on or below it.

For two states of unit weight with gaps 1 and 3, S(−1) = 4/3. With m = 1/2 the recipe gives x* = 8/3 and B(x*) = 7/4, whereas the cruder estimate S(0)/m gives 4.

If m is not a true lower bound on the gaps, the inequality can fail. Take the same two states, but set m = 3/2. The recipe then gives p = 1, q = 4, x* = 4 and B(x*) = 7/6, which is below S(−1) = 4/3, although p > 0. An overestimated gap can therefore produce a number that looks like a bound and is not one.

## Factorising the error and completing the square

For each state, multiply Q(D_k) − 1/D_k by m x² D_k:

D_k³ − (2x + m)D_k² + (x² + 2mx)D_k − m x² = (D_k − m)(D_k − x)².

Dividing back, multiplying by w_k and summing gives

B(x) − S(−1) = Σ_k w_k (D_k − m)(D_k − x)² / (m x² D_k).

Every term is nonnegative, which proves the bound. The sum vanishes only if every term does, so equality holds exactly when each state has w_k = 0, D_k = m or D_k = x.

For the best node, substitute S(1) = p + m S(0) and S(2) = q + m S(1) into B(x):

B(x) = (S(0) − 2p/x + q/x²) / m.

Assume p > 0. Since

q − m p = S(2) − 2m S(1) + m² S(0) = Σ_k w_k (D_k − m)² ≥ 0,

q is positive too. Completing the square in 1/x gives

B(x) − (S(0) − p²/q)/m = (q − x p)² / (m x² q) ≥ 0,

with equality at x = q/p.

The moments follow from expectation values in g. Because V_gk is the complex conjugate of V_kg,

⟨g|V(H₀ − E_g)ⁿV|g⟩ = Σ_k V_gk (E_k − E_g)ⁿ V_kg = Σ_k |V_kg|² (E_k − E_g)ⁿ.

The term k = g equals |V_gg|² for n = 0 and vanishes for n = 1 and n = 2. Hence S(0) is the n = 0 expectation value minus |V_gg|², while S(1) and S(2) are the expectation values themselves.

## The Lean file

```lean
import Mathlib

open Finset Matrix

namespace GaussRadauSecondOrder

noncomputable section

variable {ι : Type*}

/-- The sum-over-states moment `S(p) = ∑ w_k D_k ^ p` with weights `w` and gaps `D`. -/
def moment (s : Finset ι) (w D : ι → ℝ) (p : ℤ) : ℝ := ∑ k ∈ s, w k * D k ^ p

/-- The Gauss-Radau expression with fixed node `m` and free node `x`,
built from the moments `S(0)`, `S(1)` and `S(2)`. -/
def radauBound (s : Finset ι) (w D : ι → ℝ) (m x : ℝ) : ℝ :=
  (moment s w D 2 - (2 * x + m) * moment s w D 1
    + (x ^ 2 + 2 * m * x) * moment s w D 0) / (m * x ^ 2)

/-- The error of the Gauss-Radau expression for `S(-1)` is an explicit sum over states. -/
theorem radau_remainder (s : Finset ι) (w D : ι → ℝ) {m x : ℝ} (hm : 0 < m) (hx : x ≠ 0)
    (hD : ∀ k ∈ s, m ≤ D k) :
    radauBound s w D m x - moment s w D (-1)
      = ∑ k ∈ s, w k * ((D k - m) * (D k - x) ^ 2 / (m * x ^ 2 * D k)) := by
  unfold radauBound moment
  simp only [Finset.mul_sum, ← Finset.sum_sub_distrib, ← Finset.sum_add_distrib,
    Finset.sum_div]
  refine Finset.sum_congr rfl fun k hk => ?_
  have hk0 : D k ≠ 0 := (lt_of_lt_of_le hm (hD k hk)).ne'
  have hm0 : m ≠ 0 := hm.ne'
  simp only [zpow_ofNat, _root_.zpow_neg_one]
  field_simp
  ring

/-- Gauss-Radau bound: for gaps at least `m > 0` and nonnegative weights, `S(-1)` is bounded
from above by `S(0)`, `S(1)` and `S(2)`, for every nonzero node `x`. -/
theorem gauss_radau_bound (s : Finset ι) (w D : ι → ℝ) {m x : ℝ} (hm : 0 < m) (hx : x ≠ 0)
    (hw : ∀ k ∈ s, 0 ≤ w k) (hD : ∀ k ∈ s, m ≤ D k) :
    moment s w D (-1) ≤
      (moment s w D 2 - (2 * x + m) * moment s w D 1
        + (x ^ 2 + 2 * m * x) * moment s w D 0) / (m * x ^ 2) := by
  have h := radau_remainder s w D hm hx hD
  -- every term of the remainder is nonnegative
  have hpos : 0 ≤ ∑ k ∈ s, w k * ((D k - m) * (D k - x) ^ 2 / (m * x ^ 2 * D k)) := by
    refine Finset.sum_nonneg fun k hk => ?_
    have h1 : 0 ≤ D k - m := sub_nonneg.mpr (hD k hk)
    have h2 : 0 < D k := lt_of_lt_of_le hm (hD k hk)
    exact mul_nonneg (hw k hk) (by positivity)
  unfold radauBound at h
  linarith

/-- The Gauss-Radau bound is an equality exactly when every state of nonzero weight has its
gap at one of the two nodes `m` and `x`. -/
theorem gauss_radau_eq_iff (s : Finset ι) (w D : ι → ℝ) {m x : ℝ} (hm : 0 < m) (hx : x ≠ 0)
    (hw : ∀ k ∈ s, 0 ≤ w k) (hD : ∀ k ∈ s, m ≤ D k) :
    radauBound s w D m x = moment s w D (-1) ↔
      ∀ k ∈ s, w k = 0 ∨ D k = m ∨ D k = x := by
  rw [← sub_eq_zero, radau_remainder s w D hm hx hD, Finset.sum_eq_zero_iff_of_nonneg]
  · refine forall₂_congr fun k hk => ?_
    have h2 : 0 < D k := lt_of_lt_of_le hm (hD k hk)
    have hc : m * x ^ 2 * D k ≠ 0 := by positivity
    rw [mul_eq_zero, div_eq_zero_iff, or_iff_left hc, mul_eq_zero,
      pow_eq_zero_iff two_ne_zero, sub_eq_zero, sub_eq_zero]
  · intro k hk
    have h1 : 0 ≤ D k - m := sub_nonneg.mpr (hD k hk)
    have h2 : 0 < D k := lt_of_lt_of_le hm (hD k hk)
    exact mul_nonneg (hw k hk) (by positivity)

/-- For `m > 0` and nonnegative weights, if `S(1) > m S(0)`, the node `(S(2) - m S(1)) / (S(1) - m
S(0))` is positive and gives the smallest Gauss-Radau expression among all nonzero nodes, with the
stated value. -/
theorem optimal_node (s : Finset ι) (w D : ι → ℝ) {m : ℝ} (hm : 0 < m)
    (hw : ∀ k ∈ s, 0 ≤ w k) (h : m * moment s w D 0 < moment s w D 1) :
    let p := moment s w D 1 - m * moment s w D 0
    let q := moment s w D 2 - m * moment s w D 1
    0 < q / p ∧ radauBound s w D m (q / p) = (moment s w D 0 - p ^ 2 / q) / m ∧
      ∀ x : ℝ, x ≠ 0 → radauBound s w D m (q / p) ≤ radauBound s w D m x := by
  -- the second moment about `m` is nonnegative
  have hsq : 0 ≤ moment s w D 2 - 2 * m * moment s w D 1 + m ^ 2 * moment s w D 0 := by
    unfold moment
    simp only [Finset.mul_sum, ← Finset.sum_sub_distrib, ← Finset.sum_add_distrib]
    refine Finset.sum_nonneg fun k hk => ?_
    simp only [zpow_ofNat]
    have h1 := mul_nonneg (hw k hk) (sq_nonneg (D k - m))
    linarith
  unfold radauBound
  generalize moment s w D 0 = a at *
  generalize moment s w D 1 = b at *
  generalize moment s w D 2 = c at *
  obtain ⟨p, rfl⟩ : ∃ p, b = p + m * a := ⟨b - m * a, by ring⟩
  obtain ⟨q, rfl⟩ : ∃ q, c = q + m * (p + m * a) := ⟨c - m * (p + m * a), by ring⟩
  have hp : 0 < p := by linarith
  have hq : 0 < q := by nlinarith [mul_pos hm hp]
  simp only [add_sub_cancel_right]
  have hval : (q + m * (p + m * a) - (2 * (q / p) + m) * (p + m * a)
      + ((q / p) ^ 2 + 2 * m * (q / p)) * a) / (m * (q / p) ^ 2) = (a - p ^ 2 / q) / m := by
    field_simp
    ring
  refine ⟨div_pos hq hp, hval, fun x hx => ?_⟩
  rw [hval]
  -- completing the square in `1 / x`
  have hdiff : (q + m * (p + m * a) - (2 * x + m) * (p + m * a)
      + (x ^ 2 + 2 * m * x) * a) / (m * x ^ 2) - (a - p ^ 2 / q) / m
      = (q - x * p) ^ 2 / (m * x ^ 2 * q) := by
    field_simp
    ring
  have hnn : 0 ≤ (q - x * p) ^ 2 / (m * x ^ 2 * q) := by positivity
  linarith

variable [Fintype ι] [DecidableEq ι]

/-- The second-order Rayleigh-Schroedinger energy of a nondegenerate state `g`, for unperturbed
energies `E` and perturbation matrix `V`. -/
def secondOrderEnergy (E : ι → ℝ) (V : Matrix ι ι ℂ) (g : ι) : ℝ :=
  ∑ k ∈ univ.erase g, Complex.normSq (V k g) / (E g - E k)

/-- The real part of the expectation value of `V (H₀ - E_g)^n V` in state `g`, where `H₀` is
diagonal with energies `E`. -/
def expectation (E : ι → ℝ) (V : Matrix ι ι ℂ) (g : ι) (n : ℕ) : ℝ :=
  ((V * (diagonal fun k => ((E k - E g : ℝ) : ℂ)) ^ n * V) g g).re

/-- For Hermitian `V`, the real part of the expectation value of `V (H₀ - E_g)^n V` in state `g` is
a sum over all states of squared couplings times powers of the gaps. -/
theorem expectation_eq_sum (E : ι → ℝ) {V : Matrix ι ι ℂ} (hV : V.IsHermitian) (g : ι)
    (n : ℕ) :
    expectation E V g n = ∑ k, Complex.normSq (V k g) * (E k - E g) ^ n := by
  have key : ∀ (z : ℂ) (r : ℝ),
      (star z * (r : ℂ) ^ n * z).re = Complex.normSq z * r ^ n := by
    intro z r
    have h : star z * (r : ℂ) ^ n * z = ((Complex.normSq z * r ^ n : ℝ) : ℂ) := by
      rw [Complex.ofReal_mul, Complex.ofReal_pow, Complex.normSq_eq_conj_mul_self,
        Complex.star_def]
      ring
    rw [h, Complex.ofReal_re]
  unfold expectation
  rw [Matrix.diagonal_pow, Matrix.mul_apply, Complex.re_sum]
  refine Finset.sum_congr rfl fun k _ => ?_
  rw [Matrix.mul_diagonal, ← hV.apply g k]
  exact key (V k g) (E k - E g)

/-- The second-order energy of state `g` is bounded from below by expectation values in that
state, given a lower bound `m > 0` on the gaps and any nonzero node `x`. -/
theorem secondOrderEnergy_lower_bound (E : ι → ℝ) {V : Matrix ι ι ℂ} (hV : V.IsHermitian)
    (g : ι) {m x : ℝ} (hm : 0 < m) (hx : x ≠ 0) (hgap : ∀ k, k ≠ g → m ≤ E k - E g) :
    -((expectation E V g 2 - (2 * x + m) * expectation E V g 1
        + (x ^ 2 + 2 * m * x) * (expectation E V g 0 - Complex.normSq (V g g)))
        / (m * x ^ 2)) ≤ secondOrderEnergy E V g := by
  have h := gauss_radau_bound (univ.erase g) (fun k => Complex.normSq (V k g))
    (fun k => E k - E g) hm hx (fun k _ => Complex.normSq_nonneg _)
    (fun k hk => hgap k (Finset.ne_of_mem_erase hk))
  -- separate the term of state `g` from the sum over all states
  have split : ∀ n : ℕ, expectation E V g n = Complex.normSq (V g g) * (E g - E g) ^ n
      + ∑ k ∈ univ.erase g, Complex.normSq (V k g) * (E k - E g) ^ n := by
    intro n
    rw [expectation_eq_sum E hV g n]
    exact (Finset.add_sum_erase univ
      (fun k => Complex.normSq (V k g) * (E k - E g) ^ n) (Finset.mem_univ g)).symm
  have hE : secondOrderEnergy E V g = -moment (univ.erase g)
      (fun k => Complex.normSq (V k g)) (fun k => E k - E g) (-1) := by
    unfold secondOrderEnergy moment
    rw [← Finset.sum_neg_distrib]
    refine Finset.sum_congr rfl fun k _ => ?_
    rw [_root_.zpow_neg_one, ← neg_sub (E k) (E g), div_neg, div_eq_mul_inv]
  have h0 : moment (univ.erase g) (fun k => Complex.normSq (V k g)) (fun k => E k - E g) 0
      = expectation E V g 0 - Complex.normSq (V g g) := by
    rw [split 0]
    simp [moment]
  have h1 : moment (univ.erase g) (fun k => Complex.normSq (V k g)) (fun k => E k - E g) 1
      = expectation E V g 1 := by
    rw [split 1]
    simp [moment]
  have h2 : moment (univ.erase g) (fun k => Complex.normSq (V k g)) (fun k => E k - E g) 2
      = expectation E V g 2 := by
    rw [split 2]
    simp [moment, zpow_ofNat]
  rw [h0, h1, h2] at h
  rw [hE]
  exact neg_le_neg h

end

end GaussRadauSecondOrder
```

```lean
#print axioms GaussRadauSecondOrder.gauss_radau_eq_iff
#print axioms GaussRadauSecondOrder.optimal_node
#print axioms GaussRadauSecondOrder.secondOrderEnergy_lower_bound
```

```
'GaussRadauSecondOrder.gauss_radau_eq_iff' depends on axioms: [propext, Classical.choice, Quot.sound]
'GaussRadauSecondOrder.optimal_node' depends on axioms: [propext, Classical.choice, Quot.sound]
'GaussRadauSecondOrder.secondOrderEnergy_lower_bound' depends on axioms: [propext, Classical.choice, Quot.sound]
```

## How the Lean statements map to the physics

In `moment s w D p`, `s` is a finite set of states, `w` and `D` are real weights and gaps, and the exponent `p` is an integer, so that −1 is allowed. In `optimal_node`, by contrast, `p` is the difference S(1) − m S(0), as in the recipe above. `radauBound` is B(x). The hypotheses `hm`, `hx`, `hw` and `hD` say that m > 0, x ≠ 0, the weights are nonnegative and the gaps are at least m.

`gauss_radau_bound` is the inequality for S(−1), and `gauss_radau_eq_iff` gives the equality condition. `optimal_node` states that q/p is positive, gives the value of B there and shows that no other nonzero x does better. It does not assume that the gaps are at least m: it compares values of B, and `gauss_radau_bound` is what makes them bounds on S(−1).

In the physical part, `ι` labels a finite orthonormal eigenbasis of H₀, `E` holds the energies, and `V k g` is V_kg. `expectation` takes a real part, which loses nothing for Hermitian V. `secondOrderEnergy_lower_bound` is the inequality E₂ ≥ −B(x), with the moments written as expectation values. Its hypothesis `hgap` covers every state other than g, coupled or not, and so makes g the nondegenerate ground state.

## How the proof follows the algebra

`radau_remainder` is the error identity. It merges the left-hand side into one sum over states and compares it with the right-hand side term by term; `field_simp` clears the denominators and `ring` checks the cubic factorisation. `gauss_radau_bound` then needs only the sign of each term. `gauss_radau_eq_iff` uses the fact that a sum of nonnegative terms is zero exactly when each term is zero.

In `optimal_node`, `hsq` is the nonnegative second moment about m. The moments are then replaced by plain real numbers and rewritten through p and q. `hq` is the positivity of q, `hval` the value at the best node, and `hdiff` the completed square.

`expectation_eq_sum` expands the matrix product and uses Hermiticity to turn each term into a squared modulus times a power of the gap. In the final theorem, `split` separates off the state g, `hE` identifies E₂ with −S(−1), and `h0`, `h1` and `h2` translate the three moments.

## Exact arithmetic, a finite basis and a supplied gap

The theorems concern exact real and complex numbers, so rounding errors in the moments need their own analysis. The basis is finite; continuous spectra and basis-set convergence are not addressed. The number m is an input that stands for prior knowledge of the unperturbed spectrum, and nothing in the file derives it. The second-order energy is defined by its sum over states and is not obtained from an expansion of the perturbed eigenvalue. The bound concerns this second-order term only, not higher orders or the exact perturbed energy.
